# In a diagonal linear screening model, Kerker mixing freezes the G = 0 error and a screened preconditioner matched to the response removes it for 0 < a < 2

Take a single Fourier mode, the one at $G=0$, and let its error be the number $e$. In a density-mixing calculation this is the error in the cell-averaged electron density, which is the error in the total electron number divided by the cell volume. Suppose that the dielectric response multiplies this error by $\varepsilon(0)=10$. A mixing step with step length $a$ and preconditioner value $K(0)$ then replaces $e$ by

$$\bigl(1-a\,K(0)\,\varepsilon(0)\bigr)\,e .$$

The Kerker preconditioner has $K(0)=0$, so the factor is $1$ and the error never changes. With $K(0)=1/10$ the factor is $1-a$, and $a=1/2$ halves the error at every step. With no preconditioner, $K(0)=1$ and the same $a$ gives the factor $-4$, so the error grows.

At fixed electron number the frozen mode does no harm if the starting density contains the correct number of electrons, because its error is then zero from the start. At constant electrode potential the electron number has to adjust, and the error at $G=0$ is generally nonzero. The theorems below treat this situation for finitely many wavevectors, in a linear model where each wavevector responds independently.

## Wavevectors and the screening model

```lean
import Mathlib

open Filter Topology

namespace ConstantPotentialMixing

noncomputable section
```

The first line loads Mathlib, Lean's mathematical library. The `open` line gives short access to the notation for limits, and the namespace is a common prefix for the names that follow.

```lean
/-- Wavevectors in three-dimensional reciprocal space. -/
abbrev Wavevector := EuclideanSpace ℝ (Fin 3)
```

A wavevector is a point of three-dimensional Euclidean space with real coordinates. No reciprocal lattice is imposed, so the results hold for any finite selection of points, including those of a plane-wave grid.

```lean
/-- The model dielectric function `1 + q² / (G² + k²)`. -/
def dielectric (q k : ℝ) (G : Wavevector) : ℝ := 1 + q ^ 2 / (‖G‖ ^ 2 + k ^ 2)
```

In ordinary notation,

$$\varepsilon(G)=1+\frac{q^2}{G^2+k^2},$$

where $G^2$ means the squared length, written `‖G‖ ^ 2` in Lean. The constant $q$ is a Thomas–Fermi wavevector and stands for the electronic response of the metal. The constant $k$ is an inverse screening length, such as the inverse Debye length of an electrolyte, and it keeps the Coulomb interaction finite at $G=0$. Both are postulated numbers here. The function is also a simplification: it depends only on the length of $G$, whereas the response of a real interface couples different wavevectors.

```lean
/-- The Kerker preconditioner `G² / (G² + q²)`. -/
def kerker (q : ℝ) (G : Wavevector) : ℝ := ‖G‖ ^ 2 / (‖G‖ ^ 2 + q ^ 2)
```

This is the Kerker preconditioner, $K(G)=G^2/(G^2+q^2)$. It is close to one at short wavelengths, damps long ones, and vanishes at $G=0$ when $q>0$.

```lean
/-- The screened preconditioner `(G² + k²) / (G² + k² + q²)`. -/
def screenedKerker (q k : ℝ) (G : Wavevector) : ℝ :=
  (‖G‖ ^ 2 + k ^ 2) / (‖G‖ ^ 2 + k ^ 2 + q ^ 2)
```

The screened version replaces $G^2$ by $G^2+k^2$ throughout:

$$K(G)=\frac{G^2+k^2}{G^2+k^2+q^2}.$$

At $G=0$ its value is $k^2/(k^2+q^2)$, which is positive for $k>0$. As $k\to0$ with $q>0$ fixed, it goes over into the Kerker form.

## One mixing step and its repetition

```lean
/-- One linearised mixing step with step length `a` and preconditioner `K`, acting on the
Fourier amplitudes of the error. -/
def mixStep (a : ℝ) (K : Wavevector → ℝ) (q k : ℝ) (e : Wavevector → ℂ)
    (G : Wavevector) : ℂ :=
  e G - (a : ℂ) * (K G : ℂ) * ((dielectric q k G : ℂ) * e G)
```

An error `e` assigns a complex amplitude to every wavevector, and one step gives

$$e(G)\;\mapsto\; e(G)-a\,K(G)\,\varepsilon(G)\,e(G).$$

The annotations `(a : ℂ)` turn real numbers into complex ones so that the product makes sense.

In a self-consistent calculation with simple linear mixing, the code computes the residual $R=n_{\text{out}}-n_{\text{in}}$, Fourier transforms it, multiplies each component by $a\,K(G)$ and adds the result to $n_{\text{in}}$. Many codes also use the history of earlier steps, as in Pulay or Broyden mixing, which this model leaves out. Near the solution the residual is approximately linear in the error, and in this model $R(G)=-\varepsilon(G)\,e(G)$, which gives the step above. In the formula for $K$, changing from Kerker to the screened form means replacing $G^2$ by $G^2+k^2$. For the total charge to relax, the output density must also be computed at a fixed electron chemical potential, not at a fixed electron number. A code that treats $G=0$ separately, or rescales the density to a fixed electron number, has to be changed there as well.

```lean
/-- The error after `n` mixing steps. -/
def errorAfter (a : ℝ) (K : Wavevector → ℝ) (q k : ℝ) (e : Wavevector → ℂ) (n : ℕ) :
    Wavevector → ℂ :=
  (mixStep a K q k)^[n] e
```

The notation `^[n]` means that the function is applied $n$ times. I write $e_n(G)$ for `errorAfter a K q k e n G` and $e(G)$ for the initial error. In Lean, `e 0` is therefore the initial amplitude at the wavevector zero, not the error after zero steps.

```lean
/-- The factor `1 - a K(G) eps(G)` of a single mode. -/
def gain (a : ℝ) (K : Wavevector → ℝ) (q k : ℝ) (G : Wavevector) : ℝ :=
  1 - a * K G * dielectric q k G
```

The factor of a mode is $g(G)=1-a\,K(G)\,\varepsilon(G)$, a real number.

```lean
/-- The total squared error on a finite set of wavevectors. -/
def totalError (S : Finset Wavevector) (e : Wavevector → ℂ) : ℝ := ∑ G ∈ S, ‖e G‖ ^ 2
```

The total error is $\sum_{G\in S}|e(G)|^2$, where `Finset` says that the set $S$ is finite. Convergence below always means that this sum tends to zero as the number of steps grows.

## Powers of the factor decide convergence

```lean
variable {a q k : ℝ} {K : Wavevector → ℝ} {S : Finset Wavevector} {e : Wavevector → ℂ}

/-- After `n` steps each error amplitude is multiplied by the `n`-th power of its factor. -/
theorem errorAfter_apply (n : ℕ) (G : Wavevector) :
    errorAfter a K q k e n G = (gain a K q k G : ℂ) ^ n * e G := by
  induction n with
  | zero => simp [errorAfter]
  | succ n ih =>
    have h : errorAfter a K q k e (n + 1) = mixStep a K q k (errorAfter a K q k e n) :=
      Function.iterate_succ_apply' _ _ _
    have hg : (gain a K q k G : ℂ) = 1 - (a : ℂ) * (K G : ℂ) * (dielectric q k G : ℂ) := by
      simp [gain]
    rw [h, mixStep, ih, pow_succ]
    linear_combination (-((gain a K q k G : ℂ) ^ n * e G)) * hg
```

The `variable` line declares symbols shared by the following theorems. The theorem itself says

$$e_n(G)=g(G)^n\,e(G).$$

By hand this is an induction. For $n=0$ both sides are $e(G)$. If the formula holds for $n$, then

$$e_{n+1}(G)=e_n(G)-a\,K(G)\,\varepsilon(G)\,e_n(G)=g(G)\,e_n(G)=g(G)^{n+1}e(G).$$

Lean follows the same route. The statement `h` separates off the last step, `hg` writes out the factor as a complex number, `ih` is the induction hypothesis, and `linear_combination` checks the remaining algebra.

```lean
/-- The total error on `S` tends to zero exactly when every mode in `S` with a nonzero initial error
has a factor of modulus below one. -/
theorem totalError_tendsto_iff :
    Tendsto (fun n => totalError S (errorAfter a K q k e n)) atTop (𝓝 0) ↔
      ∀ G ∈ S, e G ≠ 0 → |gain a K q k G| < 1 := by
  have hn : ∀ n G, ‖errorAfter a K q k e n G‖ = |gain a K q k G| ^ n * ‖e G‖ := by
    intro n G
    rw [errorAfter_apply, norm_mul, norm_pow, Complex.norm_real, Real.norm_eq_abs]
  constructor
  · intro h G hG he
    by_contra hlt
    have hg : 1 ≤ |gain a K q k G| := not_lt.mp hlt
    -- a mode that does not shrink bounds the total error from below
    have hle : ∀ n, ‖e G‖ ^ 2 ≤ totalError S (errorAfter a K q k e n) := by
      intro n
      have h1 : ‖e G‖ ^ 2 ≤ ‖errorAfter a K q k e n G‖ ^ 2 := by
        rw [hn]
        exact pow_le_pow_left₀ (norm_nonneg _)
          (le_mul_of_one_le_left (norm_nonneg _) (one_le_pow₀ hg)) 2
      exact h1.trans (Finset.single_le_sum
        (f := fun G => ‖errorAfter a K q k e n G‖ ^ 2) (fun _ _ => by positivity) hG)
    have h0 : ‖e G‖ ^ 2 ≤ 0 := ge_of_tendsto' h hle
    have h2 : 0 < ‖e G‖ ^ 2 := pow_pos (norm_pos_iff.mpr he) 2
    linarith
  · intro h
    -- a finite sum of vanishing terms vanishes
    have hs : Tendsto (fun n => ∑ G ∈ S, ‖errorAfter a K q k e n G‖ ^ 2) atTop
        (𝓝 (∑ _G ∈ S, (0 : ℝ))) := by
      refine tendsto_finsetSum S (fun G hG => ?_)
      by_cases he : e G = 0
      · simp [hn, he]
      · have h0 := ((tendsto_pow_atTop_nhds_zero_of_lt_one (abs_nonneg _)
          (h G hG he)).mul_const ‖e G‖).pow 2
        rw [zero_mul, zero_pow two_ne_zero] at h0
        simp only [hn]
        exact h0
    rw [Finset.sum_const_zero] at hs
    exact hs
```

The total error tends to zero exactly when $|g(G)|<1$ for every $G\in S$ with $e(G)\neq0$. Modes that start without error place no condition on their factors.

Taking absolute values in the power law gives $|e_n(G)|=|g(G)|^n|e(G)|$, which is `hn` in the proof. Suppose first that the total error tends to zero, but some mode in $S$ has $e(G)\ne0$ and $|g(G)|\ge1$. Then $|e_n(G)|^2\ge|e(G)|^2$ for every $n$. The total error is at least as large as this one term, so its limit is at least $|e(G)|^2>0$, a contradiction. In Lean, `hle` is the lower bound and `ge_of_tendsto'` carries it to the limit.

Conversely, if every mode with an initial error has $|g(G)|<1$, each term $|g(G)|^{2n}|e(G)|^2$ tends to zero, and terms with $e(G)=0$ are zero throughout. A finite sum of sequences tending to zero tends to zero, which is the use of `tendsto_finsetSum`.

## Kerker mixing and the missing charge

```lean
/-- With the Kerker preconditioner the error at `G = 0` stays constant for every step length. -/
theorem kerker_zero_mode_constant (n : ℕ) :
    errorAfter a (kerker q) q k e n 0 = e 0 := by
  rw [errorAfter_apply]
  simp [gain, kerker]
```

With the Kerker preconditioner, $e_n(0)=e(0)$ for every $n$ and every step length. Since $K(0)=0$, the factor is $g(0)=1$, and the power law gives $1^n e(0)=e(0)$. The theorem has no hypotheses on $q$ and $k$, but it has physical content only when both are nonzero. Otherwise a denominator vanishes at $G=0$ and Lean's convention $x/0=0$ supplies the value. The tactic `simp` carries out this evaluation after the power law has been inserted.

```lean
/-- For `q, k > 0` and `G ≠ 0`, the product of the Kerker preconditioner and the dielectric function
lies strictly between zero and one. -/
theorem kerker_mul_dielectric_bounds (hq : 0 < q) (hk : 0 < k) {G : Wavevector}
    (hG : G ≠ 0) :
    0 < kerker q G * dielectric q k G ∧ kerker q G * dielectric q k G < 1 := by
  have hn : 0 < ‖G‖ := norm_pos_iff.mpr hG
  have h1 : 0 < ‖G‖ ^ 2 + k ^ 2 := by positivity
  constructor
  · unfold kerker dielectric
    positivity
  · rw [kerker, dielectric, one_add_div h1.ne', div_mul_div_comm, div_lt_one (by positivity)]
    nlinarith [mul_pos (pow_pos hk 2) (pow_pos hq 2)]
```

For $G\neq0$ and $q,k>0$, the product of preconditioner and response satisfies $0<K(G)\,\varepsilon(G)<1$. To see this, put the dielectric function over one denominator:

$$K(G)\,\varepsilon(G)=\frac{G^2\,(G^2+k^2+q^2)}{(G^2+q^2)(G^2+k^2)}.$$

Every factor is positive, which gives the lower bound. The denominator minus the numerator is

$$(G^2+q^2)(G^2+k^2)-G^2(G^2+k^2+q^2)=q^2k^2>0,$$

which gives the upper bound. In Lean, `positivity` proves the first part. For the second, the `rw` line forms the single fraction and reduces the claim to numerator below denominator, and `nlinarith` finishes from $k^2q^2>0$.

The same fraction shows that the product becomes small as $G\to0$ at fixed $k>0$. Long-wavelength modes then have factors close to one and decay slowly.

```lean
/-- For `q, k > 0`, `0 < a < 2` and a finite set of wavevectors containing `G = 0`, Kerker mixing
removes the total error exactly when the initial error at `G = 0` is zero. -/
theorem kerker_converges_iff (hq : 0 < q) (hk : 0 < k) (ha : 0 < a) (ha2 : a < 2)
    (h0 : (0 : Wavevector) ∈ S) :
    Tendsto (fun n => totalError S (errorAfter a (kerker q) q k e n)) atTop (𝓝 0) ↔
      e 0 = 0 := by
  rw [totalError_tendsto_iff]
  constructor
  · intro h
    by_contra he
    have h1 := h 0 h0 he
    simp [gain, kerker] at h1
  · intro he G _ heG
    have hG : G ≠ 0 := fun h => heG (by rw [h, he])
    obtain ⟨hl, hu⟩ := kerker_mul_dielectric_bounds hq hk hG
    have h1 := mul_pos ha hl
    have h2 := mul_lt_mul_of_pos_left hu ha
    rw [gain, mul_assoc, abs_lt]
    constructor <;> linarith
```

Let $0<a<2$, $q,k>0$ and $0\in S$. Kerker mixing then sends the total error to zero if and only if $e(0)=0$.

If $e(0)\ne0$, convergence would require $|g(0)|<1$, but $g(0)=1$. If $e(0)=0$, only modes with $G\neq0$ can carry an error. For these, the bounds on the product give $0<a\,K(G)\,\varepsilon(G)<a<2$, hence $-1<g(G)<1$, and the convergence criterion applies. In the proof, `h1` and `h2` of the second half are these two inequalities multiplied by $a$, and `linarith` combines them.

When $S$ contains only the zero wavevector, the total error is simply $|e(0)|^2$ at every step.

## The screened preconditioner inverts the response

```lean
/-- For `k > 0` the screened preconditioner is the exact inverse of the dielectric function at every
wavevector. -/
theorem screenedKerker_mul_dielectric (hk : 0 < k) (G : Wavevector) :
    screenedKerker q k G * dielectric q k G = 1 := by
  have h1 : 0 < ‖G‖ ^ 2 + k ^ 2 := by positivity
  have h2 : 0 < ‖G‖ ^ 2 + k ^ 2 + q ^ 2 := by positivity
  rw [screenedKerker, dielectric, one_add_div h1.ne', div_mul_div_comm,
    mul_comm (‖G‖ ^ 2 + k ^ 2)]
  exact div_self (mul_pos h2 h1).ne'
```

For $k>0$ and every wavevector, including $G=0$,

$$K(G)\,\varepsilon(G)=\frac{G^2+k^2}{G^2+k^2+q^2}\cdot\frac{G^2+k^2+q^2}{G^2+k^2}=1.$$

The statements `h1` and `h2` record that both denominators are positive, so the cancellation is legitimate. The identity relies on the preconditioner using the same $q$ and $k$ as the response. In a calculation these are estimates, and the product is then at best roughly one.

```lean
/-- For `k > 0` and a nonempty finite set of wavevectors, mixing with the screened preconditioner
sends every initial error to zero exactly when `0 < a < 2`. -/
theorem screenedKerker_converges_iff (hk : 0 < k) (hS : S.Nonempty) :
    (∀ e : Wavevector → ℂ, Tendsto
      (fun n => totalError S (errorAfter a (screenedKerker q k) q k e n)) atTop (𝓝 0)) ↔
      0 < a ∧ a < 2 := by
  -- all modes share the factor 1 - a
  have hg : ∀ G, gain a (screenedKerker q k) q k G = 1 - a := by
    intro G
    rw [gain, mul_assoc, screenedKerker_mul_dielectric hk, mul_one]
  simp only [totalError_tendsto_iff, hg, abs_lt]
  constructor
  · intro h
    obtain ⟨G, hG⟩ := hS
    obtain ⟨h1, h2⟩ := h (fun _ => 1) G hG one_ne_zero
    constructor <;> linarith
  · rintro ⟨h1, h2⟩ e G _ _
    constructor <;> linarith
```

For $k>0$ and a nonempty finite set $S$, screened mixing sends every initial error to zero if and only if $0<a<2$. The quantifier `∀ e` stands inside the left-hand side, so the statement concerns convergence from all starting errors.

Since $K\varepsilon=1$, every mode has the same factor $g(G)=1-a$, which is `hg` in the proof. If $0<a<2$, then $|1-a|<1$ and the criterion gives convergence. For the converse, choose the error equal to $1$ at every wavevector. Some $G$ lies in $S$, and convergence for this error forces $|1-a|<1$, that is, $0<a<2$. At $a=1$ the factor is zero and a single step removes the whole error.

For self-consistent electronic-structure calculations at constant potential, this says that a preconditioner which stays positive at $G=0$ can relax the total charge together with the other modes, as far as a linear, diagonal response with known $q$ and $k$ describes the system.

## Plain mixing and its small step length

```lean
/-- For `k > 0`, without a preconditioner and on a finite set containing `G = 0`, every initial
error is sent to zero exactly when `a` is positive and `a (1 + q²/k²) < 2`. -/
theorem plain_mixing_converges_iff (hk : 0 < k) (h0 : (0 : Wavevector) ∈ S) :
    (∀ e : Wavevector → ℂ, Tendsto
      (fun n => totalError S (errorAfter a (fun _ => 1) q k e n)) atTop (𝓝 0)) ↔
      0 < a ∧ a * (1 + q ^ 2 / k ^ 2) < 2 := by
  have hE : 0 < 1 + q ^ 2 / k ^ 2 := by positivity
  have hz : dielectric q k 0 = 1 + q ^ 2 / k ^ 2 := by simp [dielectric]
  simp only [totalError_tendsto_iff, gain, mul_one, abs_lt]
  constructor
  · intro h
    obtain ⟨h1, h2⟩ := h (fun _ => 1) 0 h0 one_ne_zero
    rw [hz] at h1 h2
    refine ⟨?_, by linarith⟩
    by_contra hn
    nlinarith [not_lt.mp hn, hE]
  · rintro ⟨ha, h2⟩ e G _ _
    -- the dielectric function is largest at G = 0
    have hle : dielectric q k G ≤ 1 + q ^ 2 / k ^ 2 := by
      have h3 : q ^ 2 / (‖G‖ ^ 2 + k ^ 2) ≤ q ^ 2 / k ^ 2 :=
        div_le_div_of_nonneg_left (sq_nonneg q) (pow_pos hk 2)
          (by linarith [sq_nonneg ‖G‖])
      unfold dielectric
      linarith
    have hpos : 0 < dielectric q k G := by
      unfold dielectric
      positivity
    have h4 := mul_pos ha hpos
    have h5 := mul_le_mul_of_nonneg_left hle ha.le
    constructor <;> linarith

end

end ConstantPotentialMixing
```

Without a preconditioner, `fun _ => 1` sets $K(G)=1$ everywhere. For $k>0$ and $0\in S$, every initial error is sent to zero if and only if

$$0<a\quad\text{and}\quad a\left(1+\frac{q^2}{k^2}\right)<2 .$$

The bracket is $\varepsilon(0)$, the largest value of the dielectric function. If all errors vanish in the limit, the error equal to $1$ everywhere gives $|1-a\,\varepsilon(0)|<1$, so $0<a\,\varepsilon(0)<2$. Since $\varepsilon(0)>0$, also $a>0$. Conversely, $0<\varepsilon(G)\le\varepsilon(0)$ gives

$$0<a\,\varepsilon(G)\le a\,\varepsilon(0)<2$$

for every $G$, and all factors have modulus below one. In Lean, `hle` is the statement that $\varepsilon$ is largest at $G=0$, and `h4` and `h5` are the two inequalities multiplied by $a$.

Plain mixing can therefore relax the charge, but at a price set by $q/k$. For $q^2/k^2=99$ the step length must stay below $0.02$, while the screened preconditioner allows any value between $0$ and $2$. As $k\to0$ at fixed $q>0$, the admissible range for plain mixing shrinks to nothing.

```lean
#print axioms ConstantPotentialMixing.kerker_zero_mode_constant
#print axioms ConstantPotentialMixing.kerker_converges_iff
#print axioms ConstantPotentialMixing.screenedKerker_converges_iff
#print axioms ConstantPotentialMixing.plain_mixing_converges_iff
```

```
'ConstantPotentialMixing.kerker_zero_mode_constant' depends on axioms: [propext, Classical.choice, Quot.sound]
'ConstantPotentialMixing.kerker_converges_iff' depends on axioms: [propext, Classical.choice, Quot.sound]
'ConstantPotentialMixing.screenedKerker_converges_iff' depends on axioms: [propext, Classical.choice, Quot.sound]
'ConstantPotentialMixing.plain_mixing_converges_iff' depends on axioms: [propext, Classical.choice, Quot.sound]
```
